# Symmetry of the radius-weighted slope matrix for a symmetric structure matrix and a common Wronskian constant

## Searching for energies with a kink matrix

A muffin-tin calculation can find its one-electron energies by setting up a kink matrix at each trial energy and looking for zeros of its determinant. If the rows are first multiplied by the squared sphere radii, and the conditions below hold, the matrix is real and symmetric. One triangle then suffices for storage, and a symmetric factorisation can be used. The non-trivial part of the kink matrix is the slope matrix. The symmetry of its weighted form is derived here for independent electrons and a finite set of real partial waves.

## Envelopes, values and slopes

Let each site $p$ carry one partial wave and a screening sphere of radius $a_p$. Outside the potentials, the radial equation has an irregular solution with value $n_p$ and slope $n'_p$ on the sphere, and a regular solution with value $j_p$ and slope $j'_p$. The envelope centred at site $q$ is irregular at its own site, and its expansion about site $p$ contains the regular solution with coefficient $-B_{pq}$. The matrix $B$ is the structure matrix. The values and radial slopes on the spheres are therefore

$$X_{pq}=n_p\delta_{pq}-j_pB_{pq},\qquad Y_{pq}=n'_p\delta_{pq}-j'_pB_{pq}.$$

If $X$ is invertible, the envelopes can be recombined with the columns of $X^{-1}$. In the retained waves, each new envelope has value 1 on one sphere and 0 on all the others. Its slopes form a column of the slope matrix

$$S=YX^{-1}.$$

If $X$ is singular, some nonzero combination of envelopes vanishes on every sphere in the retained waves, and boundary values no longer determine slopes.

For two solutions of the same radial equation, $r^2(nj'-jn')$ does not depend on $r$. The further condition used here is that this constant is the same number $w$ at every site:

$$a_p^2(n_pj'_p-j_pn'_p)=w.$$

This restricts the normalisation of the waves: for a given $w$, it fixes the product of the scale factors of the two solutions at each site. For example, the zero-energy pair $n=r^{-l-1}$, $j=r^l$ has the constant $2l+1$, so a set of waves with different $l$ has to be rescaled to meet this condition.

## What is stated, and for which matrices

In the Lean file, `ι` is a finite index type that labels sites, or site and angular-momentum channels together. The functions `a n j n' j' : ι → ℝ` hold the radii and boundary data. The primes are only part of the names: `n'` and `j'` are independent numbers, tied to `n` and `j` by the Wronskian hypothesis `hw`. `boundaryData n j B` is $X$, `boundaryData n' j' B` is $Y$, and `slopeMatrix` is $S$. The hypothesis `hX` says that $\det X$ is a unit, which for real numbers means nonzero.

Write $D$ for the diagonal matrix of the $a_p^2$. The main statements, all of which assume `hX`, are:

- `slopeMatrix_symmetric`: if $B$ is symmetric, then $DS$ is symmetric.
- `symmetric_of_slopeMatrix`: if $w\neq0$ and $DS$ is symmetric, then $B$ is symmetric.
- `slopeMatrix_resolvent`: if no $j_p$ is zero, $DS$ equals a diagonal matrix minus $w\,J^{-1}(NJ^{-1}-B)^{-1}J^{-1}$, where $N$ and $J$ are the diagonal matrices of the $n_p$ and $j_p$.
- `kink_cancellation_iff`: if no $L_pj_p-j'_p$ is zero, the kink determinant vanishes exactly when the determinant of $P-B$ does, with the numbers $L_p$ and the diagonal matrix $P$ defined below.

The first three use the common constant $w$; the last does not need it. When all radii are equal and nonzero, symmetry of $DS$ is symmetry of $S$ itself. With unequal radii, the weight matters.

The radial equation, the expansion theorem that produces $B$, and the symmetry of $B$ are inputs. The entries are real, so complex Bloch-summed structure matrices are not included, and neither is the error made by truncating the partial waves.

## From the Wronskian to symmetry

Let $N,J,N',J'$ be the diagonal matrices of the boundary data, so that $X=N-JB$ and $Y=N'-J'B$. From the definition of $S$,

$$SX=YX^{-1}X=Y.$$

Next, compare values and slopes. Since $X^T=N-B^TJ$ and $Y^T=N'-B^TJ'$, expansion gives

$$\begin{aligned}
X^TDY-Y^TDX={}&(NDN'-N'DN)-(NDJ'-N'DJ)B\\
&+B^T(J'DN-JDN')+B^T(JDJ'-J'DJ)B.
\end{aligned}$$

Diagonal matrices commute, so the first and last brackets are zero. Each of the two middle brackets is $w$ times the identity. Hence

$$X^TDY-Y^TDX=w(B^T-B).$$

The left side has the form of the surface terms in Green's theorem. Here it is obtained by algebra from the Wronskian condition, without integrating over the region between the spheres.

Substituting $Y=SX$ gives

$$X^T\bigl(DS-(DS)^T\bigr)X=w(B^T-B).$$

If $B$ is symmetric, the right side is zero, and cancelling $X^T$ and $X$ leaves $DS=(DS)^T$. Conversely, if $DS$ is symmetric, the left side is zero, and $w\neq0$ gives $B^T=B$.

## The resolvent form

Suppose that every $j_p$ is nonzero. The Wronskian condition gives

$$a_p^2n'_p=\frac{a_p^2j'_p}{j_p}n_p-\frac{w}{j_p}.$$

The terms with $B$ satisfy $a_p^2j'_pB_{pq}=(a_p^2j'_p/j_p)\,j_pB_{pq}$. Together,

$$DY=DJ'J^{-1}X-wJ^{-1}.$$

Multiply by $X^{-1}$ from the right. Since $X=J(NJ^{-1}-B)$, its inverse is $(NJ^{-1}-B)^{-1}J^{-1}$, and

$$DS=DJ'J^{-1}-wJ^{-1}(NJ^{-1}-B)^{-1}J^{-1}.$$

For unit radii, $D$ is the identity and this is a formula for $S$ itself.

## Cancelling the kinks

Suppose that each potential is confined to its screening sphere. Let $L_p$ be the logarithmic derivative, on the sphere, of the inner solution at site $p$, which solves the radial equation with the potential and is regular at the centre, and let $L$ also denote the diagonal matrix of these numbers. If the wave function has boundary values $c_p$, its inner slopes are $L_pc_p$ and its outer slopes are $(Sc)_p$. A smooth join requires $(L-S)c=0$, which has a nonzero solution exactly when $\det(L-S)=0$.

Assume $L_pj_p-j'_p\neq0$ at every site. This excludes energies at which the inner solution joins smoothly to the regular wave alone, so that the site does not scatter. Define the diagonal matrix $P$ by

$$P_p=\frac{L_pn_p-n'_p}{L_pj_p-j'_p}.$$

Then

$$(L-S)X=(LN-N')-(LJ-J')B=(LJ-J')(P-B).$$

Taking determinants,

$$\det(L-S)\,\det X=\prod_p(L_pj_p-j'_p)\,\det(P-B).$$

Neither $\det X$ nor the product is zero, so the other two determinants vanish together.

## Two spheres of unequal size

Take zero-energy s waves $n=1/r$ and $j=1$ on spheres of radii 1 and 2, with centres 4 apart. The s component of one wave about the other centre is $1/4$, so the off-diagonal entries of $B$ are $-1/4$ and the diagonal ones are zero. Then $w=1$ and

$$X=\begin{pmatrix}1&\tfrac14\\ \tfrac14&\tfrac12\end{pmatrix},\quad
S=\frac17\begin{pmatrix}-8&4\\1&-4\end{pmatrix},\quad
DS=\frac17\begin{pmatrix}-8&4\\4&-16\end{pmatrix}.$$

The slope matrix is not symmetric, but its weighted form is. The theorem `slopeMatrix_witness` checks that these data satisfy the hypotheses of the symmetry theorem.

## The Lean file

```lean
import Mathlib

open Matrix

namespace MuffinTinSlopeMatrix

noncomputable section

variable {ι : Type*} [Fintype ι] [DecidableEq ι]

/-- The matrix `f - g B` of boundary data of the envelope functions: `f` belongs to the irregular
radial functions, `g` to the regular ones, and `-B` holds the expansion coefficients. -/
def boundaryData (f g : ι → ℝ) (B : Matrix ι ι ℝ) : Matrix ι ι ℝ :=
  diagonal f - diagonal g * B

/-- The slope matrix `S = (n' - j' B) (n - j B)⁻¹`. -/
def slopeMatrix (n j n' j' : ι → ℝ) (B : Matrix ι ι ℝ) : Matrix ι ι ℝ :=
  boundaryData n' j' B * (boundaryData n j B)⁻¹

/-- If the value matrix is invertible, the slope matrix turns the boundary values of the envelope
functions into their radial slopes. -/
theorem slopeMatrix_mul_values (n j n' j' : ι → ℝ) (B : Matrix ι ι ℝ)
    (hX : IsUnit (boundaryData n j B).det) :
    slopeMatrix n j n' j' B * boundaryData n j B = boundaryData n' j' B := by
  rw [slopeMatrix, Matrix.mul_assoc, Matrix.nonsing_inv_mul _ hX, Matrix.mul_one]

/-- For a common Wronskian constant, the antisymmetric combination of values and slopes, weighted by
the squared radii, is the Wronskian constant times `Bᵀ - B`. -/
theorem green_identity (a n j n' j' : ι → ℝ) (w : ℝ) (B : Matrix ι ι ℝ)
    (hw : ∀ i, a i ^ 2 * (n i * j' i - j i * n' i) = w) :
    (boundaryData n j B)ᵀ * diagonal (fun i => a i ^ 2) * boundaryData n' j' B
      - (boundaryData n' j' B)ᵀ * diagonal (fun i => a i ^ 2) * boundaryData n j B
      = w • (Bᵀ - B) := by
  -- products of diagonal matrices reduce to a relation at each site
  have key : ∀ (f g h k : ι → ℝ) (c : ℝ),
      (∀ i, f i * a i ^ 2 * g i - h i * a i ^ 2 * k i = c) →
      diagonal f * diagonal (fun i => a i ^ 2) * diagonal g
        - diagonal h * diagonal (fun i => a i ^ 2) * diagonal k
        = c • (1 : Matrix ι ι ℝ) := by
    intro f g h k c hc
    ext p q
    by_cases hpq : p = q
    · subst hpq
      simp only [Matrix.diagonal_mul_diagonal, Matrix.sub_apply, Matrix.diagonal_apply_eq,
        Matrix.smul_apply, Matrix.one_apply_eq, smul_eq_mul, mul_one]
      exact hc p
    · simp [Matrix.diagonal_mul_diagonal, hpq]
  have e1 := key n n' n' n 0 (fun i => by ring)
  have e2 := key j j' j' j 0 (fun i => by ring)
  have e3 := key n j' n' j w (fun i => by linear_combination hw i)
  have e4 := key j' n j n' w (fun i => by linear_combination hw i)
  simp only [boundaryData, Matrix.transpose_sub, Matrix.transpose_mul,
    Matrix.diagonal_transpose]
  generalize diagonal (fun i => a i ^ 2) = D at *
  generalize diagonal n = N at *
  generalize diagonal j = J at *
  generalize diagonal n' = N' at *
  generalize diagonal j' = J' at *
  -- group the terms by their order in `B`
  calc (N - Bᵀ * J) * D * (N' - J' * B) - (N' - Bᵀ * J') * D * (N - J * B)
      = (N * D * N' - N' * D * N) - (N * D * J' - N' * D * J) * B
        + Bᵀ * (J' * D * N - J * D * N') + Bᵀ * (J * D * J' - J' * D * J) * B := by
        noncomm_ring
    _ = w • (Bᵀ - B) := by
        rw [e1, e2, e3, e4]
        simp only [zero_smul, Matrix.smul_mul, Matrix.mul_smul, Matrix.one_mul,
          Matrix.mul_one, Matrix.mul_zero, Matrix.zero_mul]
        module

/-- For an invertible value matrix `X` and a common Wronskian constant `w`, the radius-weighted
slope matrix minus its transpose, multiplied by `Xᵀ` on the left and `X` on the right, is `w (Bᵀ -
B)`. -/
theorem slope_asymmetry (a n j n' j' : ι → ℝ) (w : ℝ) (B : Matrix ι ι ℝ)
    (hw : ∀ i, a i ^ 2 * (n i * j' i - j i * n' i) = w)
    (hX : IsUnit (boundaryData n j B).det) :
    (boundaryData n j B)ᵀ * (diagonal (fun i => a i ^ 2) * slopeMatrix n j n' j' B
      - (diagonal (fun i => a i ^ 2) * slopeMatrix n j n' j' B)ᵀ) * boundaryData n j B
      = w • (Bᵀ - B) := by
  rw [← green_identity a n j n' j' w B hw, ← slopeMatrix_mul_values n j n' j' B hX]
  simp only [Matrix.transpose_mul, Matrix.diagonal_transpose]
  noncomm_ring

/-- For symmetric `B`, a common Wronskian constant and an invertible value matrix, the slope matrix
weighted by the squared screening radii is symmetric. -/
theorem slopeMatrix_symmetric (a n j n' j' : ι → ℝ) (w : ℝ) (B : Matrix ι ι ℝ)
    (hB : B.IsSymm) (hw : ∀ i, a i ^ 2 * (n i * j' i - j i * n' i) = w)
    (hX : IsUnit (boundaryData n j B).det) :
    (diagonal (fun i => a i ^ 2) * slopeMatrix n j n' j' B).IsSymm := by
  have h := slope_asymmetry a n j n' j' w B hw hX
  rw [hB.eq, sub_self, smul_zero] at h
  -- cancel the invertible value matrix on both sides
  have u : IsUnit (boundaryData n j B) := (Matrix.isUnit_iff_isUnit_det _).2 hX
  have ut : IsUnit (boundaryData n j B)ᵀ :=
    (Matrix.isUnit_iff_isUnit_det _).2 (by rw [Matrix.det_transpose]; exact hX)
  exact (sub_eq_zero.1 (ut.mul_right_eq_zero.1 (u.mul_left_eq_zero.1 h))).symm

/-- Conversely, if the value matrix is invertible, the common Wronskian constant is nonzero and the
weighted slope matrix is symmetric, then `B` is symmetric. -/
theorem symmetric_of_slopeMatrix (a n j n' j' : ι → ℝ) (w : ℝ) (B : Matrix ι ι ℝ)
    (hw0 : w ≠ 0) (hw : ∀ i, a i ^ 2 * (n i * j' i - j i * n' i) = w)
    (hX : IsUnit (boundaryData n j B).det)
    (hS : (diagonal (fun i => a i ^ 2) * slopeMatrix n j n' j' B).IsSymm) :
    B.IsSymm := by
  have h := slope_asymmetry a n j n' j' w B hw hX
  rw [hS.eq, sub_self, Matrix.mul_zero, Matrix.zero_mul] at h
  exact sub_eq_zero.1 ((smul_eq_zero.1 h.symm).resolve_left hw0)

/-- If no regular function vanishes on its sphere, the value matrix is invertible and `w` is the
common Wronskian constant, then the weighted slope matrix is the diagonal `a² j'/j` minus `w` times
the resolvent `(n/j - B)⁻¹` with a factor `1/j` on each side. -/
theorem slopeMatrix_resolvent (a n j n' j' : ι → ℝ) (w : ℝ) (B : Matrix ι ι ℝ)
    (hj : ∀ i, j i ≠ 0) (hw : ∀ i, a i ^ 2 * (n i * j' i - j i * n' i) = w)
    (hX : IsUnit (boundaryData n j B).det) :
    diagonal (fun i => a i ^ 2) * slopeMatrix n j n' j' B
      = diagonal (fun i => a i ^ 2 * j' i / j i)
        - w • (diagonal (fun i => (j i)⁻¹) * (diagonal (fun i => n i / j i) - B)⁻¹
          * diagonal (fun i => (j i)⁻¹)) := by
  -- the value matrix factorises as `j (n/j - B)`
  have hfac : boundaryData n j B = diagonal j * (diagonal (fun i => n i / j i) - B) := by
    rw [boundaryData, Matrix.mul_sub, Matrix.diagonal_mul_diagonal]
    congr 2
    funext i
    have h0 := hj i
    field_simp
  have hJ : (diagonal j)⁻¹ = diagonal (fun i => (j i)⁻¹) := by
    apply Matrix.inv_eq_right_inv
    rw [Matrix.diagonal_mul_diagonal, ← Matrix.diagonal_one]
    congr 1
    funext i
    exact mul_inv_cancel₀ (hj i)
  have hinv : (boundaryData n j B)⁻¹
      = (diagonal (fun i => n i / j i) - B)⁻¹ * diagonal (fun i => (j i)⁻¹) := by
    rw [hfac, Matrix.mul_inv_rev, hJ]
  -- the Wronskian removes the slope of the irregular function
  have hY : diagonal (fun i => a i ^ 2) * boundaryData n' j' B
      = diagonal (fun i => a i ^ 2 * j' i / j i) * boundaryData n j B
        - w • diagonal (fun i => (j i)⁻¹) := by
    ext p q
    have hu : j p * (j p)⁻¹ = 1 := mul_inv_cancel₀ (hj p)
    simp only [boundaryData, Matrix.sub_apply, Matrix.smul_apply, Matrix.diagonal_mul,
      smul_eq_mul, div_eq_mul_inv]
    by_cases hpq : p = q
    · subst hpq
      simp only [Matrix.diagonal_apply_eq]
      linear_combination (-(j p)⁻¹) * hw p - a p ^ 2 * (n' p - j' p * B p p) * hu
    · simp only [Matrix.diagonal_apply_ne _ hpq]
      linear_combination a p ^ 2 * j' p * B p q * hu
  rw [slopeMatrix, ← Matrix.mul_assoc, hY, Matrix.sub_mul, Matrix.mul_assoc,
    Matrix.mul_nonsing_inv _ hX, Matrix.mul_one, Matrix.smul_mul, hinv, Matrix.mul_assoc]

/-- For an invertible value matrix and logarithmic derivatives `L` with `L j ≠ j'` at every site,
the kink matrix `L - S` is singular exactly when `P - B` is, where `P = (L n - n') / (L j - j')`. -/
theorem kink_cancellation_iff (n j n' j' L : ι → ℝ) (B : Matrix ι ι ℝ)
    (hd : ∀ i, L i * j i - j' i ≠ 0) (hX : IsUnit (boundaryData n j B).det) :
    (diagonal L - slopeMatrix n j n' j' B).det = 0 ↔
      (diagonal (fun i => (L i * n i - n' i) / (L i * j i - j' i)) - B).det = 0 := by
  have hK : (diagonal L - slopeMatrix n j n' j' B) * boundaryData n j B
      = diagonal (fun i => L i * j i - j' i)
        * (diagonal (fun i => (L i * n i - n' i) / (L i * j i - j' i)) - B) := by
    rw [Matrix.sub_mul, slopeMatrix_mul_values n j n' j' B hX]
    ext p q
    simp only [boundaryData, Matrix.sub_apply, Matrix.diagonal_mul]
    by_cases hpq : p = q
    · subst hpq
      simp only [Matrix.diagonal_apply_eq]
      have hP : (L p * j p - j' p) * ((L p * n p - n' p) / (L p * j p - j' p))
          = L p * n p - n' p := by
        have h0 := hd p
        field_simp
      linear_combination (-1 : ℝ) * hP
    · simp only [Matrix.diagonal_apply_ne _ hpq]
      ring
  -- compare determinants; the two outer factors do not vanish
  have h := congrArg Matrix.det hK
  rw [Matrix.det_mul, Matrix.det_mul, Matrix.det_diagonal] at h
  have hprod : ∏ i, (L i * j i - j' i) ≠ 0 := Finset.prod_ne_zero_iff.2 (fun i _ => hd i)
  constructor
  · intro h0
    rw [h0, zero_mul] at h
    exact (mul_eq_zero.1 h.symm).resolve_left hprod
  · intro h0
    rw [h0, mul_zero] at h
    exact (mul_eq_zero.1 h).resolve_right hX.ne_zero

/-- The matrix `B` with zero diagonal and off-diagonal entries `-1/4` is symmetric. The data `a =
(1, 2)`, `n = (1, 1/2)`, `j = (1, 1)`, `n' = (-1, -1/4)`, `j' = (0, 0)` have Wronskian constant 1 at
both sites, and the value matrix formed from `n`, `j` and `B` is invertible. -/
theorem slopeMatrix_witness :
    (!![0, -1/4; -1/4, 0] : Matrix (Fin 2) (Fin 2) ℝ).IsSymm ∧
    (∀ i : Fin 2, (![1, 2] i : ℝ) ^ 2
      * (![1, 1/2] i * ![0, 0] i - ![1, 1] i * ![-1, -1/4] i) = 1) ∧
    IsUnit (boundaryData ![1, 1/2] ![1, 1] !![0, -1/4; -1/4, 0]).det := by
  refine ⟨?_, ?_, ?_⟩
  · apply Matrix.IsSymm.ext
    intro i k
    fin_cases i <;> fin_cases k <;> simp
  · intro i
    fin_cases i <;> norm_num
  · rw [isUnit_iff_ne_zero, Matrix.det_fin_two]
    norm_num [boundaryData, Matrix.diagonal_mul]

end

end MuffinTinSlopeMatrix
```

```lean
#print axioms MuffinTinSlopeMatrix.slopeMatrix_symmetric
#print axioms MuffinTinSlopeMatrix.symmetric_of_slopeMatrix
#print axioms MuffinTinSlopeMatrix.slopeMatrix_resolvent
#print axioms MuffinTinSlopeMatrix.kink_cancellation_iff
```

```
'MuffinTinSlopeMatrix.slopeMatrix_symmetric' depends on axioms: [propext, Classical.choice, Quot.sound]
'MuffinTinSlopeMatrix.symmetric_of_slopeMatrix' depends on axioms: [propext, Classical.choice, Quot.sound]
'MuffinTinSlopeMatrix.slopeMatrix_resolvent' depends on axioms: [propext, Classical.choice, Quot.sound]
'MuffinTinSlopeMatrix.kink_cancellation_iff' depends on axioms: [propext, Classical.choice, Quot.sound]
```

## How the proofs follow the algebra

`slopeMatrix_mul_values` is the cancellation $SX=Y$, with `hX` supplying the invertibility.

In `green_identity`, the auxiliary statement `key` reduces a difference of products of diagonal matrices to one scalar equation per site. Its four uses, `e1` to `e4`, evaluate the four brackets in the expansion: two are zero by commutativity of real numbers, and two follow from `hw`. The diagonal matrices are then replaced by general symbols, and `noncomm_ring` checks the expansion without changing the order of factors. After the brackets are inserted, `module` collects the remaining terms into $w(B^T-B)$.

`slope_asymmetry` rewrites $Y$ as $SX$ in that identity. The two symmetry theorems both start from it. For `slopeMatrix_symmetric`, the right side becomes zero and the units `u` and `ut`, which are $X$ and $X^T$, are cancelled one after the other. For the converse, the left side becomes zero and `hw0` removes the factor $w$.

The proof of `slopeMatrix_resolvent` has the same parts as the derivation by hand. `hfac` factorises $X$, `hinv` inverts the factors in reverse order, and `hY` expresses $DY$ through $X$. The last of these is proved entry by entry: on the diagonal `linear_combination` uses the Wronskian condition and $j_pj_p^{-1}=1$, while off the diagonal only the second relation is needed.

In `kink_cancellation_iff`, `hK` is the factorisation of $(L-S)X$, again checked entry by entry. Taking determinants turns it into a scalar equation. `hprod` shows that the product over sites is nonzero, and each direction of the equivalence then follows by removing a nonzero factor.

The proof of `slopeMatrix_witness` checks the entries of $B$, the Wronskian at both sites and the determinant of the two-by-two value matrix, which is $7/16$.
